# The face-centred cubic primitive cell has a reduced metric whose diagonal product is twice its determinant

The declaration concerns the primitive cell of a face-centred cubic lattice with cubic edge 2, spanned by the vectors (0, 1, 1), (1, 0, 1) and (1, 1, 0). It states that the matrix of their scalar products is reduced in the sense of `IsReduced`, and that the product of the three squared edge lengths equals twice the determinant of that matrix, both sides being 8. This is the case of equality in Seeber's inequality; the inequality itself is not proved here. The attempt first computes the metric, with 2 on the diagonal and 1 elsewhere, and then checks each condition and the equality by numerical evaluation.

In Lean, a first try:

```lean
import Mathlib

open Matrix

namespace FccEquality

/-- The squared length of the vector with coordinates `x` in a cell with metric `G`. -/
def sqLength (G : Matrix (Fin 3) (Fin 3) ℝ) (x : Fin 3 → ℝ) : ℝ :=
  ∑ i, ∑ j, x i * G i j * x j

/-- A reduced metric: symmetric, with ordered edges, each off-diagonal entry in absolute value at
most half the smaller of the two diagonal entries in its row and column, and no signed sum
`e₀ ± e₁ ± e₂` of the basis vectors shorter than `e₂`. -/
structure IsReduced (G : Matrix (Fin 3) (Fin 3) ℝ) : Prop where
  symm : G.IsSymm
  le01 : G 0 0 ≤ G 1 1
  le12 : G 1 1 ≤ G 2 2
  off01 : 2 * |G 0 1| ≤ G 0 0
  off02 : 2 * |G 0 2| ≤ G 0 0
  off12 : 2 * |G 1 2| ≤ G 1 1
  signed : ∀ s t : ℝ, (s = 1 ∨ s = -1) → (t = 1 ∨ t = -1) → G 2 2 ≤ sqLength G ![1, s, t]

/-- The primitive cell of the face-centred cubic lattice with cubic edge 2, one basis vector
per row. -/
def fccCell : Matrix (Fin 3) (Fin 3) ℝ := !![0, 1, 1; 1, 0, 1; 1, 1, 0]

/-- The metric of the face-centred cubic primitive cell is reduced and attains equality in
Seeber's inequality. -/
theorem fcc_equality : IsReduced (fccCell * fccCellᵀ) ∧
    (fccCell * fccCellᵀ) 0 0 * (fccCell * fccCellᵀ) 1 1 * (fccCell * fccCellᵀ) 2 2
      = 2 * (fccCell * fccCellᵀ).det := by
  have e : fccCell * fccCellᵀ = !![2, 1, 1; 1, 2, 1; 1, 1, 2] := by
    ext i j
    fin_cases i <;> fin_cases j <;>
      norm_num [fccCell, Matrix.mul_apply, Fin.sum_univ_three]
  rw [e]
  refine ⟨⟨?_, ?_, ?_, ?_, ?_, ?_, ?_⟩, ?_⟩
  · unfold Matrix.IsSymm
    ext i j
    fin_cases i <;> fin_cases j <;> rfl
  · norm_num
  · norm_num
  · norm_num
  · norm_num
  · norm_num
  · intro s t hs ht
    rcases hs with rfl | rfl <;> rcases ht with rfl | rfl <;>
      norm_num [sqLength, Fin.sum_univ_three]
  · norm_num [Matrix.det_fin_three]

end FccEquality
```

The error:

```
Main.lean:32:65: error: unsolved goals
case «0».«0»
⊢ 1 + ![0, 1, 1] 2 * ![0, 1, 1] 2 = 2

case «0».«1»
⊢ ![0, 1, 1] 2 * ![1, 0, 1] 2 = 1

case «0».«2»
⊢ ![0, 1, 1] 2 = 0 ∨ ![1, 1, 0] 2 = 0

case «1».«0»
⊢ ![1, 0, 1] 2 * ![0, 1, 1] 2 = 1

case «1».«1»
⊢ 1 + ![1, 0, 1] 2 * ![1, 0, 1] 2 = 2

case «1».«2»
⊢ ![1, 0, 1] 2 = 0 ∨ ![1, 1, 0] 2 = 0

case «2».«0»
⊢ ![1, 1, 0] 2 = 0 ∨ ![0, 1, 1] 2 = 0

case «2».«1»
⊢ ![1, 1, 0] 2 = 0 ∨ ![1, 0, 1] 2 = 0

case «2».«2»
⊢ ![1, 1, 0] 2 = 0
Main.lean:42:2: error: unsolved goals
case refine_3
e : fccCell * fccCellᵀ = !![2, 1, 1; 1, 2, 1; 1, 1, 2]
⊢ 2 ≤ vecCons (![2, 1, 1] 2) (fun i => vecCons (![1, 2, 1] 2) (fun i => ![1, 1, 2] 2) i) 2
Main.lean:44:2: error: unsolved goals
case refine_5
e : fccCell * fccCellᵀ = !![2, 1, 1; 1, 2, 1; 1, 1, 2]
⊢ |![2, 1, 1] 2| ≤ 1
Main.lean:45:2: error: unsolved goals
case refine_6
e : fccCell * fccCellᵀ = !![2, 1, 1; 1, 2, 1; 1, 1, 2]
⊢ |![1, 2, 1] 2| ≤ 1
Main.lean:46:2: error: unsolved goals
case refine_7.inl.inl
e : fccCell * fccCellᵀ = !![2, 1, 1; 1, 2, 1; 1, 1, 2]
⊢ vecCons (![2, 1, 1] 2) (fun i => vecCons (![1, 2, 1] 2) (fun i => ![1, 1, 2] 2) i) 2 ≤
    3 + ![2, 1, 1] 2 * ![1, 1, 1] 2 + (3 + ![1, 2, 1] 2 * ![1, 1, 1] 2) +
      (![1, 1, 1] 2 * vecCons 2 (fun i => vecCons 1 (fun i => 1) i) 2 +
          ![1, 1, 1] 2 * vecCons 1 (fun i => vecCons 2 (fun i => 1) i) 2 +
        ![1, 1, 1] 2 * vecCons (![2, 1, 1] 2) (fun i => vecCons (![1, 2, 1] 2) (fun i => ![1, 1, 2] 2) i) 2 *
          ![1, 1, 1] 2)

case refine_7.inl.inr
e : fccCell * fccCellᵀ = !![2, 1, 1; 1, 2, 1; 1, 1, 2]
⊢ vecCons (![2, 1, 1] 2) (fun i => vecCons (![1, 2, 1] 2) (fun i => ![1, 1, 2] 2) i) 2 ≤
    3 + ![2, 1, 1] 2 * ![1, 1, -1] 2 + (3 + ![1, 2, 1] 2 * ![1, 1, -1] 2) +
      (![1, 1, -1] 2 * vecCons 2 (fun i => vecCons 1 (fun i => 1) i) 2 +
          ![1, 1, -1] 2 * vecCons 1 (fun i => vecCons 2 (fun i => 1) i) 2 +
        ![1, 1, -1] 2 * vecCons (![2, 1, 1] 2) (fun i => vecCons (![1, 2, 1] 2) (fun i => ![1, 1, 2] 2) i) 2 *
          ![1, 1, -1] 2)

case refine_7.inr.inl
e : fccCell * fccCellᵀ = !![2, 1, 1; 1, 2, 1; 1, 1, 2]
⊢ vecCons (![2, 1, 1] 2) (fun i => vecCons (![1, 2, 1] 2) (fun i => ![1, 1, 2] 2) i) 2 ≤
    1 + ![2, 1, 1] 2 * ![1, -1, 1] 2 + (1 + -(![1, 2, 1] 2 * ![1, -1, 1] 2)) +
      (![1, -1, 1] 2 * vecCons 2 (fun i => vecCons 1 (fun i => 1) i) 2 +
          -(![1, -1, 1] 2 * vecCons 1 (fun i => vecCons 2 (fun i => 1) i) 2) +
        ![1, -1, 1] 2 * vecCons (![2, 1, 1] 2) (fun i => vecCons (![1, 2, 1] 2) (fun i => ![1, 1, 2] 2) i) 2 *
          ![1, -1, 1] 2)

case refine_7.inr.inr
e : fccCell * fccCellᵀ = !![2, 1, 1; 1, 2, 1; 1, 1, 2]
⊢ vecCons (![2, 1, 1] 2) (fun i => vecCons (![1, 2, 1] 2) (fun i => ![1, 1, 2] 2) i) 2 ≤
    1 + ![2, 1, 1] 2 * ![1, -1, -1] 2 + (1 + -(![1, 2, 1] 2 * ![1, -1, -1] 2)) +
      (![1, -1, -1] 2 * vecCons 2 (fun i => vecCons 1 (fun i => 1) i) 2 +
          -(![1, -1, -1] 2 * vecCons 1 (fun i => vecCons 2 (fun i => 1) i) 2) +
        ![1, -1, -1] 2 * vecCons (![2, 1, 1] 2) (fun i => vecCons (![1, 2, 1] 2) (fun i => ![1, 1, 2] 2) i) 2 *
          ![1, -1, -1] 2)
Main.lean:49:2: error: unsolved goals
case refine_8
e : fccCell * fccCellᵀ = !![2, 1, 1; 1, 2, 1; 1, 1, 2]
⊢ 4 * vecCons (![2, 1, 1] 2) (fun i => vecCons (![1, 2, 1] 2) (fun i => ![1, 1, 2] 2) i) 2 =
    2 *
      (4 * vecCons (![2, 1, 1] 2) (fun i => vecCons (![1, 2, 1] 2) (fun i => ![1, 1, 2] 2) i) 2 -
                2 * ![1, 2, 1] 2 * vecCons 1 (fun i => vecCons 2 (fun i => 1) i) 2 -
              vecCons (![2, 1, 1] 2) (fun i => vecCons (![1, 2, 1] 2) (fun i => ![1, 1, 2] 2) i) 2 +
            ![1, 2, 1] 2 * vecCons 2 (fun i => vecCons 1 (fun i => 1) i) 2 +
          ![2, 1, 1] 2 * vecCons 1 (fun i => vecCons 2 (fun i => 1) i) 2 -
        ![2, 1, 1] 2 * 2 * vecCons 2 (fun i => vecCons 1 (fun i => 1) i) 2)
```

Cause. Every unsolved goal contains a vector entry at index 2 that has not been evaluated, such as `![0, 1, 1] 2`. The arithmetic is true, but `norm_num` cannot finish it while these entries are not numerals. Its simp set has lemmas for entries 0 and 1, whereas entry 2 is read off by a simproc, a simplification procedure that `simp` runs by default and `norm_num` does not.

In the computation of the metric, the signed sums and the determinant, the repair therefore calls `simp` first, which evaluates the entries, and leaves any remaining arithmetic to `norm_num`.

For the inequalities on single entries, `show` restates the goal with the numerals in place, for example `(2 : ℝ) ≤ 2`. Lean accepts this because the matrix entries equal those numerals by definition, and `norm_num` then closes the goal. The first and third of these five changes, for `le01` and `off01`, are mere tidying: those goals involve only indices 0 and 1 and raised no error.

After these edits no error is left:

```diff
@@ -33,5 +33,5 @@
     ext i j
     fin_cases i <;> fin_cases j <;>
-      norm_num [fccCell, Matrix.mul_apply, Fin.sum_univ_three]
+      simp [fccCell, Matrix.mul_apply, Fin.sum_univ_three] <;> norm_num
   rw [e]
   refine ⟨⟨?_, ?_, ?_, ?_, ?_, ?_, ?_⟩, ?_⟩
@@ -39,13 +39,19 @@
     ext i j
     fin_cases i <;> fin_cases j <;> rfl
-  · norm_num
-  · norm_num
-  · norm_num
-  · norm_num
-  · norm_num
+  · show (2 : ℝ) ≤ 2
+    norm_num
+  · show (2 : ℝ) ≤ 2
+    norm_num
+  · show 2 * |(1 : ℝ)| ≤ 2
+    norm_num
+  · show 2 * |(1 : ℝ)| ≤ 2
+    norm_num
+  · show 2 * |(1 : ℝ)| ≤ 2
+    norm_num
   · intro s t hs ht
     rcases hs with rfl | rfl <;> rcases ht with rfl | rfl <;>
-      norm_num [sqLength, Fin.sum_univ_three]
-  · norm_num [Matrix.det_fin_three]
+      simp [sqLength, Fin.sum_univ_three] <;> norm_num
+  · simp [Matrix.det_fin_three]
+    norm_num
 
 end FccEquality
```
